# The transfer matrix of a Dirac barrier of height \(g/a\) tends to \(\cos g - i\sin g\,\sigma_1\) as its width \(a\) shrinks to zero

Put a potential \(g\,\delta(x)\) into the one-dimensional Dirac equation and the spinor in general jumps at \(x=0\), which is where the delta function needs its value. The product is ambiguous, and a code has to settle it somehow. Suppose it uses the average of the spinors on the two sides. In units \(\hbar=c=1\), with \(\sigma_1\) the Pauli matrix that multiplies the momentum, the spinor is then multiplied by

\[
\left(1+\tfrac{i g}{2}\sigma_1\right)^{-1}\left(1-\tfrac{i g}{2}\sigma_1\right)=\cos\theta-i\sin\theta\,\sigma_1,\qquad \theta=2\arctan(g/2).
\]

A narrow rectangular barrier of the same area \(g\) gives the angle \(g\) in place of \(\theta\). At \(g=2\pi\) the averaged rule has diagonal entries of about \(-0.82\), while the narrow barrier tends to the identity matrix. At that strength, a code that replaces the whole barrier by a single point scatterer with the averaged rule makes an error that does not vanish as the barrier narrows.

## The limit at fixed barrier area

Let \(E\) be the energy, \(m\) the mass and \(g\) the dimensionless strength, all real, and let \(\sigma_3\) be the Pauli matrix that multiplies the mass. A barrier of width \(a>0\) and height \(g/a\) has the transfer matrix on the left of

\[
\exp\!\left[i a\,\sigma_1\left(E-\frac{g}{a}-m\sigma_3\right)\right]\;\longrightarrow\;\cos g-i\sin g\,\sigma_1
=\begin{pmatrix}\cos g&-i\sin g\\-i\sin g&\cos g\end{pmatrix}
\qquad(a\to0^+).
\]

The limit depends on neither \(E\) nor \(m\). It is unitary and has period \(2\pi\) in \(g\).

## Point scatterers in transfer-matrix solvers

A transfer-matrix solver for one Dirac particle in a static, piecewise constant potential on a line multiplies one \(2\times2\) matrix per segment. The limit supplies the factor for a scatterer too narrow to resolve, provided that the scatterer stands for a narrow electrostatic barrier.

Two properties matter when results are compared. Raising \(g\) by \(\pi\) only reverses the sign of the matrix, so transmission probabilities repeat with period \(\pi\) although the matrix has period \(2\pi\). And for \(m\neq0\) the matrix of a finite barrier is in general not unitary: what it conserves is the current \(\psi^\dagger\sigma_1\psi\), so a unitarity check belongs to the limit only.

## From the Dirac equation to the rotation by \(g\)

In a constant potential \(V\) the stationary equation for the two-component spinor \(\psi(x)\) is

\[
-i\sigma_1\psi'+m\sigma_3\psi+V\psi=E\psi .
\]

Multiplying by \(i\sigma_1\) and using \(\sigma_1^2=1\) gives \(\psi'=K_V\psi\), with

\[
K_V=i\sigma_1(E-V-m\sigma_3)=\begin{pmatrix}0&i(E-V+m)\\ i(E-V-m)&0\end{pmatrix}.
\]

Hence \(\psi(x)=e^{xK_V}\psi(0)\), and the transfer matrix over a width \(a\) is \(e^{aK_V}\). Squaring the generator gives the dispersion relation, \(K_V^2=m^2-(E-V)^2\).

The exponential is evaluated by Euler's formula. Let \(X\) be a matrix with \(X^2=-1\), and let \(F(t)=e^{tX}(\cos t-\sin t\,X)\). Then

\[
F'(t)=e^{tX}\left[X\cos t+\sin t-\sin t-X\cos t\right]=0,
\]

so \(F(t)=F(0)=1\). Since \((\cos t-\sin t\,X)(\cos t+\sin t\,X)=\cos^2t+\sin^2t=1\), multiplying \(F(t)=1\) from the right by \(\cos t+\sin t\,X\) yields

\[
e^{tX}=\cos t+\sin t\,X .
\]

For a finite barrier with a real wave number \(p\neq0\), where \(p^2=(E-V)^2-m^2\), the matrix \(X=K_V/p\) squares to \(-1\). Taking \(t=pa\) gives

\[
e^{aK_V}=\cos(pa)+\frac{\sin(pa)}{p}K_V .
\]

For the limit, the potential enters the generator additively: \(K_V=-iV\sigma_1+K_0\). With \(V=g/a\),

\[
aK_{g/a}=-ig\sigma_1+aK_0 .
\]

The first term is independent of \(a\) and the second vanishes as \(a\to0^+\). The matrix exponential is continuous, so the transfer matrix tends to \(e^{-ig\sigma_1}\). Because \((-i\sigma_1)^2=-1\), Euler's formula turns this into \(\cos g-i\sin g\,\sigma_1\).

Unitarity follows from \((\cos g-i\sin g\,\sigma_1)(\cos g+i\sin g\,\sigma_1)=1\), and the period from that of sine and cosine. If the matrix is the identity, its upper left entry gives \(\cos g=1\), so \(g\) is an integer multiple of \(2\pi\). Conversely, \(\cos g=1\) forces \(\sin g=0\) and the matrix is the identity. Any period must return the matrix to its value at \(g=0\), the identity, so \(2\pi\) is the smallest positive one.

## The Lean source

```lean
import Mathlib

open Matrix Filter Topology
open scoped Matrix.Norms.Operator

namespace DiracPointInteraction

noncomputable section

/-- The Pauli matrix `σ₁`, which multiplies the momentum. -/
def σ1 : Matrix (Fin 2) (Fin 2) ℂ := !![0, 1; 1, 0]

/-- The Pauli matrix `σ₃`, which multiplies the mass. -/
def σ3 : Matrix (Fin 2) (Fin 2) ℂ := !![1, 0; 0, -1]

/-- The one-dimensional Dirac Hamiltonian `-i σ₁ d/dx + m σ₃ + V` with constant potential `V`,
applied to a differentiable spinor `ψ` and evaluated at `x`. -/
def diracHamiltonian (V m : ℝ) (ψ : ℝ → Fin 2 → ℂ) (x : ℝ) : Fin 2 → ℂ :=
  (-Complex.I) • (σ1 *ᵥ deriv ψ x) + (m : ℂ) • (σ3 *ᵥ ψ x) + (V : ℂ) • ψ x

/-- The generator `i σ₁ (E - V - m σ₃)` of translations in `x` at energy `E`. -/
def generator (E V m : ℝ) : Matrix (Fin 2) (Fin 2) ℂ :=
  Complex.I • (σ1 * (((E : ℂ) - V) • (1 : Matrix (Fin 2) (Fin 2) ℂ) - (m : ℂ) • σ3))

/-- The transfer matrix `exp(i a σ₁ (E - V - m σ₃))` of a barrier of height `V` and width `a`. -/
def barrierTransfer (E V m a : ℝ) : Matrix (Fin 2) (Fin 2) ℂ :=
  NormedSpace.exp (a • generator E V m)

/-- The matrix `cos g - i sin g σ₁` of a point interaction of strength `g`. -/
def pointTransfer (g : ℝ) : Matrix (Fin 2) (Fin 2) ℂ :=
  ((Real.cos g : ℝ) : ℂ) • (1 : Matrix (Fin 2) (Fin 2) ℂ)
    - (Complex.I * ((Real.sin g : ℝ) : ℂ)) • σ1

/-- The generator written out as a matrix. -/
theorem generator_eq (E V m : ℝ) : generator E V m =
    !![0, Complex.I * ((E : ℂ) - V + m); Complex.I * ((E : ℂ) - V - m), 0] := by
  have h : ((E : ℂ) - V) • (1 : Matrix (Fin 2) (Fin 2) ℂ) - (m : ℂ) • σ3 =
      !![(E : ℂ) - V - m, 0; 0, (E : ℂ) - V + m] := by
    ext i j
    fin_cases i <;> fin_cases j <;> simp [σ3]
  rw [generator, h]
  ext i j
  fin_cases i <;> fin_cases j <;> simp [σ1]

/-- The transfer matrix carries any initial spinor to a differentiable solution of the
stationary Dirac equation `H ψ = E ψ` in a constant potential. -/
theorem barrierTransfer_solves_dirac (E V m : ℝ) (ψ₀ : Fin 2 → ℂ) :
    Differentiable ℝ (fun x => barrierTransfer E V m x *ᵥ ψ₀) ∧
    ∀ x, diracHamiltonian V m (fun x => barrierTransfer E V m x *ᵥ ψ₀) x
      = (E : ℂ) • (barrierTransfer E V m x *ᵥ ψ₀) := by
  -- applying a matrix to the fixed spinor is a linear map
  let L : Matrix (Fin 2) (Fin 2) ℂ →ₗ[ℝ] (Fin 2 → ℂ) :=
    { toFun := fun M => M *ᵥ ψ₀
      map_add' := fun M N => Matrix.add_mulVec M N ψ₀
      map_smul' := fun r M => Matrix.smul_mulVec r M ψ₀ }
  have hd : ∀ x, HasDerivAt (fun x => barrierTransfer E V m x *ᵥ ψ₀)
      (generator E V m *ᵥ (barrierTransfer E V m x *ᵥ ψ₀)) x := by
    intro x
    have h := (LinearMap.toContinuousLinearMap L).hasFDerivAt.comp_hasDerivAt x
      (hasDerivAt_exp_smul_const' (generator E V m) x)
    rw [Matrix.mulVec_mulVec]
    exact h
  refine ⟨fun x => (hd x).differentiableAt, fun x => ?_⟩
  rw [diracHamiltonian, (hd x).deriv, generator_eq]
  generalize barrierTransfer E V m x *ᵥ ψ₀ = w
  -- the action of a two-by-two matrix on a spinor, in components
  have hmv : ∀ (a b c d : ℂ) (v : Fin 2 → ℂ),
      !![a, b; c, d] *ᵥ v = ![a * v 0 + b * v 1, c * v 0 + d * v 1] := by
    intro a b c d v
    ext i
    fin_cases i <;> simp [Matrix.mulVec, dotProduct, Fin.sum_univ_two]
  simp only [σ1, σ3, hmv]
  ext i
  fin_cases i
  · simp
    linear_combination (-((E : ℂ) - V - m) * w 0) * Complex.I_sq
  · simp
    linear_combination (-((E : ℂ) - V + m) * w 1) * Complex.I_sq

/-- The relativistic dispersion relation: the generator squares to `m² - (E - V)²`. -/
theorem generator_sq (E V m : ℝ) : generator E V m * generator E V m =
    (m ^ 2 - (E - V) ^ 2) • (1 : Matrix (Fin 2) (Fin 2) ℂ) := by
  rw [generator_eq]
  ext i j
  fin_cases i <;> fin_cases j <;> simp [Matrix.mul_apply, Fin.sum_univ_succ]
  all_goals linear_combination (((E : ℂ) - V) ^ 2 - (m : ℂ) ^ 2) * Complex.I_sq

/-- Euler's formula for a matrix `X` with `X² = -1`: `exp(t X) = cos t + sin t X`. -/
theorem exp_smul_of_sq_eq_neg_one (X : Matrix (Fin 2) (Fin 2) ℂ) (hX : X * X = -1) (t : ℝ) :
    NormedSpace.exp (t • X) =
      Real.cos t • (1 : Matrix (Fin 2) (Fin 2) ℂ) + Real.sin t • X := by
  have hR : ∀ s : ℝ, HasDerivAt
      (fun s : ℝ => Real.cos s • (1 : Matrix (Fin 2) (Fin 2) ℂ) - Real.sin s • X)
      ((-Real.sin s) • (1 : Matrix (Fin 2) (Fin 2) ℂ) - Real.cos s • X) s := fun s =>
    ((Real.hasDerivAt_cos s).smul_const _).fun_sub ((Real.hasDerivAt_sin s).smul_const X)
  -- the product of exp(sX) with the inverse rotation does not depend on s
  have hG : ∀ s : ℝ, HasDerivAt (fun s : ℝ => NormedSpace.exp (s • X) *
      (Real.cos s • (1 : Matrix (Fin 2) (Fin 2) ℂ) - Real.sin s • X)) 0 s := by
    intro s
    refine ((hasDerivAt_exp_smul_const X s).fun_mul (hR s)).congr_deriv ?_
    have h0 : X * (Real.cos s • (1 : Matrix (Fin 2) (Fin 2) ℂ) - Real.sin s • X)
        + ((-Real.sin s) • (1 : Matrix (Fin 2) (Fin 2) ℂ) - Real.cos s • X) = 0 := by
      rw [mul_sub, mul_smul_comm, mul_smul_comm, mul_one, hX]
      module
    rw [mul_assoc, ← mul_add, h0, mul_zero]
  have hc := is_const_of_deriv_eq_zero (fun s => (hG s).differentiableAt)
    (fun s => (hG s).deriv) t 0
  simp only [zero_smul, NormedSpace.exp_zero, Real.cos_zero, Real.sin_zero, one_smul,
    sub_zero, mul_one] at hc
  have hinv : (Real.cos t • (1 : Matrix (Fin 2) (Fin 2) ℂ) - Real.sin t • X) *
      (Real.cos t • (1 : Matrix (Fin 2) (Fin 2) ℂ) + Real.sin t • X) = 1 := by
    simp only [sub_mul, mul_add, smul_mul_assoc, mul_smul_comm, one_mul, mul_one, hX]
    linear_combination (norm := module)
      (Real.sin_sq_add_cos_sq t) • (1 : Matrix (Fin 2) (Fin 2) ℂ)
  calc NormedSpace.exp (t • X)
      = NormedSpace.exp (t • X) *
        ((Real.cos t • (1 : Matrix (Fin 2) (Fin 2) ℂ) - Real.sin t • X) *
          (Real.cos t • (1 : Matrix (Fin 2) (Fin 2) ℂ) + Real.sin t • X)) := by
        rw [hinv, mul_one]
    _ = Real.cos t • (1 : Matrix (Fin 2) (Fin 2) ℂ) + Real.sin t • X := by
        rw [← mul_assoc, hc, one_mul]

/-- The exact transfer matrix of a finite barrier in which the wave number `p` is real and
non-zero, with `p² = (E - V)² - m²`. -/
theorem barrierTransfer_closed_form (E V m a p : ℝ) (hp : p ≠ 0)
    (hdisp : p ^ 2 = (E - V) ^ 2 - m ^ 2) :
    barrierTransfer E V m a = Real.cos (p * a) • (1 : Matrix (Fin 2) (Fin 2) ℂ)
      + (Real.sin (p * a) / p) • generator E V m := by
  have hk : p⁻¹ * p⁻¹ * (m ^ 2 - (E - V) ^ 2) = -1 := by
    rw [show m ^ 2 - (E - V) ^ 2 = -p ^ 2 by linarith]
    field_simp
  have hX : (p⁻¹ • generator E V m) * (p⁻¹ • generator E V m) = -1 := by
    rw [smul_mul_smul_comm, generator_sq, smul_smul, hk, neg_one_smul]
  have h := exp_smul_of_sq_eq_neg_one _ hX (p * a)
  simp only [smul_smul] at h
  rw [show p * a * p⁻¹ = a by field_simp, ← div_eq_mul_inv] at h
  exact h

/-- The point interaction matrix `cos g - i sin g σ₁` is equal to the identity exactly when its
strength is an integer multiple of `2π`. -/
theorem pointTransfer_eq_one_iff (g : ℝ) :
    pointTransfer g = 1 ↔ ∃ n : ℤ, (n : ℝ) * (2 * Real.pi) = g := by
  rw [← Real.cos_eq_one_iff]
  constructor
  · intro h
    have h00 := congrFun (congrFun h 0) 0
    simp [pointTransfer, σ1] at h00
    exact_mod_cast h00
  · intro hc
    have hs : Real.sin g ^ 2 = 0 := by
      have h := Real.sin_sq_add_cos_sq g
      rw [hc] at h
      linarith
    have hs' : Real.sin g = 0 := (pow_eq_zero_iff two_ne_zero).1 hs
    simp only [pointTransfer, hc, hs', Complex.ofReal_one, Complex.ofReal_zero, mul_zero,
      zero_smul, one_smul, sub_zero]

/-- The point interaction matrix `cos g - i sin g σ₁` is unitary. -/
theorem pointTransfer_unitary (g : ℝ) :
    pointTransfer g ∈ Matrix.unitaryGroup (Fin 2) ℂ := by
  have h := Real.sin_sq_add_cos_sq g
  rw [Matrix.mem_unitaryGroup_iff, pointTransfer]
  generalize Real.cos g = c at h ⊢
  generalize Real.sin g = s at h ⊢
  have h' : (s : ℂ) ^ 2 + (c : ℂ) ^ 2 = 1 := by exact_mod_cast h
  have h1 : (c : ℂ) * c - (Complex.I * s) * (Complex.I * s) = 1 := by
    linear_combination h' - (s : ℂ) ^ 2 * Complex.I_sq
  have hσ : σ1 * σ1 = 1 := by
    ext i j
    fin_cases i <;> fin_cases j <;> simp [σ1, Matrix.mul_apply, Fin.sum_univ_succ]
  have hstar : star ((c : ℂ) • (1 : Matrix (Fin 2) (Fin 2) ℂ) - (Complex.I * (s : ℂ)) • σ1)
      = (c : ℂ) • (1 : Matrix (Fin 2) (Fin 2) ℂ) + (Complex.I * (s : ℂ)) • σ1 := by
    ext i j
    fin_cases i <;> fin_cases j <;> simp [σ1, Matrix.star_apply]
  rw [hstar]
  simp only [sub_mul, mul_add, smul_mul_assoc, mul_smul_comm, one_mul, mul_one, hσ]
  linear_combination (norm := module) h1 • (1 : Matrix (Fin 2) (Fin 2) ℂ)

/-- Dirac point interaction: as the width `a` of a barrier of height `g/a` tends to zero from
above, its transfer matrix tends to `cos g - i sin g σ₁`, which is unitary and has period `2π`
in `g`. -/
theorem dirac_point_interaction (E m g : ℝ) :
    Tendsto (fun a : ℝ => barrierTransfer E (g / a) m a) (𝓝[>] 0) (𝓝 (pointTransfer g)) ∧
    pointTransfer g ∈ Matrix.unitaryGroup (Fin 2) ℂ ∧
    Function.Periodic pointTransfer (2 * Real.pi) := by
  refine ⟨?_, pointTransfer_unitary g, fun x => by
    simp only [pointTransfer, Real.cos_add_two_pi, Real.sin_add_two_pi]⟩
  have hX : ((-Complex.I) • σ1) * ((-Complex.I) • σ1) = -1 := by
    ext i j
    fin_cases i <;> fin_cases j <;> simp [σ1, Matrix.mul_apply, Fin.sum_univ_succ]
  have hlim : NormedSpace.exp (g • ((-Complex.I) • σ1)) = pointTransfer g := by
    rw [exp_smul_of_sq_eq_neg_one _ hX]
    ext i j
    fin_cases i <;> fin_cases j <;> simp [pointTransfer, σ1] <;> ring
  -- the potential enters the generator additively
  have hV : ∀ V : ℝ, generator E V m = V • ((-Complex.I) • σ1) + generator E 0 m := by
    intro V
    rw [generator_eq, generator_eq]
    ext i j
    fin_cases i <;> fin_cases j <;> simp [σ1] <;> ring
  have hcont : Continuous (fun a : ℝ =>
      NormedSpace.exp (g • ((-Complex.I) • σ1) + a • generator E 0 m)) :=
    NormedSpace.exp_continuous.comp (by fun_prop)
  have ht := (hcont.tendsto 0).mono_left (nhdsWithin_le_nhds (s := Set.Ioi 0))
  rw [zero_smul, add_zero, hlim] at ht
  refine ht.congr' ?_
  filter_upwards [self_mem_nhdsWithin] with a ha
  have ha' : a ≠ 0 := ne_of_gt ha
  rw [barrierTransfer, hV (g / a), smul_add, smul_smul a (g / a),
    show a * (g / a) = g by field_simp]

end

end DiracPointInteraction
```

```lean
#print axioms DiracPointInteraction.barrierTransfer_solves_dirac
-- 'DiracPointInteraction.barrierTransfer_solves_dirac' depends on axioms: [propext, Classical.choice, Quot.sound]
#print axioms DiracPointInteraction.barrierTransfer_closed_form
-- 'DiracPointInteraction.barrierTransfer_closed_form' depends on axioms: [propext, Classical.choice, Quot.sound]
#print axioms DiracPointInteraction.pointTransfer_eq_one_iff
-- 'DiracPointInteraction.pointTransfer_eq_one_iff' depends on axioms: [propext, Classical.choice, Quot.sound]
#print axioms DiracPointInteraction.dirac_point_interaction
-- 'DiracPointInteraction.dirac_point_interaction' depends on axioms: [propext, Classical.choice, Quot.sound]
```

## The physics in the Lean definitions

A spinor is a function `Fin 2 → ℂ`, with components numbered 0 and 1. `diracHamiltonian` is the differential operator above, `generator E V m` is \(K_V\), and `barrierTransfer E V m a` is \(e^{aK_V}\). `pointTransfer g` is the limit matrix. The representation is fixed: \(\sigma_1\) goes with the momentum and \(\sigma_3\) with the mass. A code with another assignment must change basis before comparing entries.

`dirac_point_interaction` takes any real `E`, `m` and `g` and states three things: convergence of `barrierTransfer E (g / a) m a` to `pointTransfer g`, membership of the limit in the unitary group, and periodicity. The filter `𝓝[>] 0` means that \(a\) approaches zero through positive values. Convergence is in a matrix norm, which for \(2\times2\) matrices is the same as convergence of every entry.

The exponential is tied to the Dirac equation by `barrierTransfer_solves_dirac`: for every starting spinor `ψ₀`, the function \(x\mapsto e^{xK_V}\psi_0\) is differentiable and satisfies \(H\psi=E\psi\) at every \(x\). Differentiability is stated separately because Lean's `deriv` returns zero where no derivative exists.

## How the Lean lemmas carry the argument

`generator_eq` writes out \(K_V\) entry by entry. In `barrierTransfer_solves_dirac`, the linear map `L` applies a matrix to the fixed spinor, so the known derivative of the exponential gives \(\psi'=K_V\psi\). The equation is then checked in each component, where `linear_combination` supplies \(i^2=-1\). `generator_sq` proves the dispersion relation in the same way.

`exp_smul_of_sq_eq_neg_one` is Euler's formula. Its step `hG` is \(F'=0\), `hc` is \(F(t)=F(0)\), and `hinv` is the product that equals 1. `barrierTransfer_closed_form` applies the formula to \(K_V/p\).

`pointTransfer_unitary` multiplies the matrix by its adjoint, and `pointTransfer_eq_one_iff` proves both directions of the identity criterion. In the main theorem, `hV` splits off the potential, `hcont` is the continuity of the exponential, and `hlim` evaluates it at \(a=0\). The final `filter_upwards` step restricts to \(a>0\), where \(a\cdot(g/a)=g\), and so identifies the continuous expression with the barrier's transfer matrix.

## What a solver may assume about narrow barriers

The proof guarantees the limit at each fixed \(E\), \(m\) and \(g\), with no smallness condition on \(g\). It also guarantees the finite-barrier formula when \(p\) is real and non-zero. The evanescent case \((E-V)^2<m^2\) and the threshold \(p=0\) are outside that theorem, although the exponential itself still solves the equation there.

No convergence rate is stated, so the theorem does not say how small \(a\) must be for a given accuracy, nor that one width serves a whole range of energies. Rounding errors are a separate matter. The barrier is rectangular and electrostatic; a point-like change in the mass term is a different interaction.

The step left to the user is the matching to the regions outside. Using the matrix in a scattering calculation assumes that the spinor is continuous at both edges of the barrier and that its value at the left edge determines the solution inside.
